# For a fixed Hermitian position operator R, passing from u(k) to exp(−ikR)u(k) adds the integral of ⟨u,Ru⟩ to the Zak phase

Take a chain with lattice constant 1 and one orbital per cell, with the constant Bloch vector $u(k)=1$. Its Zak phase $\int_0^{2\pi} i\,\overline{u}\,u'\,dk$ is zero. If I place the orbital at position $r$ and write $v(k)=e^{-ikr}$ instead, then $i\,\overline{v}\,v'=r$ and the Zak phase becomes $2\pi r$.

For several orbitals, I expect a Hermitian position matrix $R$ and $v(k)=e^{-ikR}u(k)$ to give

$$\int_0^{2\pi} i\langle v,v'\rangle\,dk=\int_0^{2\pi} i\langle u,u'\rangle\,dk+\int_0^{2\pi}\langle u,Ru\rangle\,dk .$$

Can this be made rigorous and machine-checked, including the case where $u(k)$ is not an eigenvector of $R$?

## The connection shifts at each k

Yes. Write $U_k=e^{-ikR}$, with the inner product conjugate-linear in its first slot. Since $U_k$ commutes with $R$, the product rule gives

$$v'=U_ku'-iRU_ku=U_k(u'-iRu).$$

For fixed $x,y$, symmetry of $R$ gives

$$\frac{d}{dk}\langle U_kx,U_ky\rangle=i\langle RU_kx,U_ky\rangle-i\langle U_kx,RU_ky\rangle=0 .$$

As $U_0=1$, it follows that $\langle U_kx,U_ky\rangle=\langle x,y\rangle$. Therefore

$$i\langle v,v'\rangle=i\langle u,u'-iRu\rangle=i\langle u,u'\rangle+\langle u,Ru\rangle .$$

Both terms on the right are continuous when $u$ is $C^1$, and integrating them gives the claim.

Normalisation has not been used. If $\|u(k)\|=1$, two more facts follow:

- Differentiating $\langle u,u\rangle=1$ gives $\langle u,u'\rangle+\overline{\langle u,u'\rangle}=0$, so $i\langle u,u'\rangle$ is real.
- Since $\langle u,(R+c)u\rangle=\langle u,Ru\rangle+c$, replacing $R$ by $R+c$ with $c$ real, which moves the origin by $-c$, adds $2\pi c$ to the Zak phase of $v$.

For orbitals at positions $r_j$, take $R=\mathrm{diag}(r_j)$. If $Re=re$ with $r$ real, then

$$\frac{d}{dk}\left(e^{irk}\langle e,U_kx\rangle\right)=e^{irk}(ir-ir)\langle e,U_kx\rangle=0,$$

so $\langle e,U_kx\rangle=e^{-irk}\langle e,x\rangle$. Applied to the site vectors, that is, the basis vectors $e_j$ with $Re_j=r_je_j$, this gives $v_j=e^{-ikr_j}u_j$, and the shift is $\int_0^{2\pi}\sum_j r_j|u_j|^2\,dk$.

## Bloch vectors and positions in Lean

The main theorem is `zakPhase_reembed`. Its space `E` is any complex Hilbert space, `R` is a bounded operator independent of $k$, and `hR` says that `R` is symmetric. The function `reembed R u` is $v$, and `ContDiff ℝ 1 u` is the $C^1$ condition. For a Hermitian matrix `M` on $\mathbb C^n$, `positionOp_symm` supplies `hR` for `positionOp M`, which is the case you asked about. `zakPhase_orbitals` states the diagonal case in components.

The lattice constant is 1, and `zakPhase` is a complex number, not a phase reduced modulo $2\pi$. Periodicity of $u$ is not assumed. Even if $u$ is periodic, $v$ generally is not, because $e^{-2\pi iR}$ need not be the identity. The theorems concern a single family of vectors; they do not treat gauge invariance, several bands together, or the relation between Zak phase and polarization.

```lean
import Mathlib

open Complex Matrix

namespace ZakPhaseEmbedding

noncomputable section

variable {E : Type*} [NormedAddCommGroup E] [InnerProductSpace ℂ E]

/-- The embedding operator `exp(-i k R)` of a position operator `R` at crystal momentum `k`. -/
def embedding (R : E →L[ℂ] E) (k : ℝ) : E →L[ℂ] E :=
  NormedSpace.exp ((k : ℂ) • ((-I) • R))

/-- The family `v(k) = exp(-i k R) u(k)`. -/
def reembed (R : E →L[ℂ] E) (u : ℝ → E) : ℝ → E := fun k => embedding R k (u k)

/-- The Berry connection `i ⟨u, u'⟩`. -/
def berryConnection (u : ℝ → E) (k : ℝ) : ℂ := I * inner ℂ (u k) (deriv u k)

/-- The Zak phase: the integral of the Berry connection over `[0, 2π]`. -/
def zakPhase (u : ℝ → E) : ℂ := ∫ k in (0 : ℝ)..(2 * Real.pi), berryConnection u k

/-- The Berry connection of a differentiable family of unit vectors is real. -/
theorem berryConnection_im {u : ℝ → E} (hu : Differentiable ℝ u)
    (hunit : ∀ k, ‖u k‖ = 1) (k : ℝ) : (berryConnection u k).im = 0 := by
  have h1 := HasDerivAt.inner (𝕜 := ℂ) (hu k).hasDerivAt (hu k).hasDerivAt
  have h2 : (fun t => inner ℂ (u t) (u t)) = fun _ : ℝ => (1 : ℂ) := by
    funext t
    rw [inner_self_eq_norm_sq_to_K, hunit]
    simp
  rw [h2] at h1
  -- the norm is constant, so ⟨u, u'⟩ plus its conjugate vanishes
  have h3 := h1.unique (hasDerivAt_const k (1 : ℂ))
  rw [← inner_conj_symm (deriv u k) (u k)] at h3
  have h4 := congrArg Complex.re h3
  simp only [Complex.add_re, Complex.conj_re, Complex.zero_re] at h4
  simp only [berryConnection, Complex.mul_im, Complex.I_re, Complex.I_im]
  linarith

variable [CompleteSpace E]

/-- The embedding operator commutes with the position operator. -/
theorem embedding_comm (R : E →L[ℂ] E) (k : ℝ) (x : E) :
    embedding R k (R x) = R (embedding R k x) := by
  have h : embedding R k ((-I) • R x) = (-I) • R (embedding R k x) :=
    congrArg (fun T : E →L[ℂ] E => T x)
      ((hasDerivAt_exp_smul_const ((-I) • R) (k : ℂ)).unique
        (hasDerivAt_exp_smul_const' ((-I) • R) (k : ℂ)))
  rw [map_smul] at h
  exact smul_right_injective E (neg_ne_zero.mpr I_ne_zero) h

/-- The derivative of `exp(-i k R) u(k)` is `exp(-i k R) (u'(k) - i R u(k))`. -/
theorem hasDerivAt_reembed (R : E →L[ℂ] E) {u : ℝ → E} {u' : E} {k : ℝ}
    (hu : HasDerivAt u u' k) :
    HasDerivAt (reembed R u) (embedding R k (u' - I • R (u k))) k := by
  -- differentiate (z, x) ↦ exp(-i z R) x over ℂ, then restrict to the real path (k, u k)
  have hc := (hasDerivAt_exp_smul_const ((-I) • R) (k : ℂ)).hasFDerivAt.comp
    ((k : ℂ), u k) (hasFDerivAt_fst (𝕜 := ℂ) (E := ℂ) (F := E) (p := ((k : ℂ), u k)))
  have h := (hc.clm_apply (hasFDerivAt_snd (𝕜 := ℂ) (E := ℂ) (F := E)
    (p := ((k : ℂ), u k)))).restrictScalars ℝ
  have hk : HasDerivAt (fun q : ℝ => (q : ℂ)) ((1 : ℝ) : ℂ) k :=
    (hasDerivAt_id k).ofReal_comp
  have h2 := h.comp_hasDerivAt k (hk.prodMk hu)
  have h3 : HasDerivAt (reembed R u) _ k := h2
  refine h3.congr_deriv ?_
  simp [embedding, sub_eq_add_neg]

/-- For a symmetric position operator the embedding operator preserves inner products. -/
theorem inner_embedding {R : E →L[ℂ] E} (hR : ∀ x y, inner ℂ (R x) y = inner ℂ x (R y))
    (k : ℝ) (x y : E) :
    inner ℂ (embedding R k x) (embedding R k y) = inner ℂ x y := by
  have hd : ∀ q : ℝ, HasDerivAt
      (fun q => inner ℂ (embedding R q x) (embedding R q y)) (0 : ℂ) q := by
    intro q
    have hx : HasDerivAt (fun q => embedding R q x) _ q :=
      hasDerivAt_reembed R (hasDerivAt_const q x)
    have hy : HasDerivAt (fun q => embedding R q y) _ q :=
      hasDerivAt_reembed R (hasDerivAt_const q y)
    refine (HasDerivAt.inner (𝕜 := ℂ) hx hy).congr_deriv ?_
    simp only [zero_sub, map_neg, map_smul, embedding_comm, inner_neg_right, inner_neg_left,
      inner_smul_left, inner_smul_right, hR, Complex.conj_I]
    ring
  have h := is_const_of_deriv_eq_zero (fun q => (hd q).differentiableAt)
    (fun q => (hd q).deriv) k 0
  simpa [embedding] using h

/-- If `R` is symmetric and `R e = r e` with `r` real, the component of `exp(-i k R) x` along `e` is
that of `x` times `exp(-i r k)`. -/
theorem inner_eigenvector_embedding {R : E →L[ℂ] E}
    (hR : ∀ x y, inner ℂ (R x) y = inner ℂ x (R y)) {e : E} {r : ℝ}
    (he : R e = (r : ℂ) • e) (k : ℝ) (x : E) :
    inner ℂ e (embedding R k x) = cexp (-(I * r * k)) * inner ℂ e x := by
  have hd : ∀ q : ℝ, HasDerivAt
      (fun q : ℝ => cexp (I * r * q) * inner ℂ e (embedding R q x)) (0 : ℂ) q := by
    intro q
    have h1 : HasDerivAt (fun q : ℝ => cexp (I * r * q)) (cexp (I * r * q) * (I * r)) q := by
      have := (((hasDerivAt_id q).ofReal_comp).const_mul (I * (r : ℂ))).cexp
      simpa using this
    have hx : HasDerivAt (fun q => embedding R q x) _ q :=
      hasDerivAt_reembed R (hasDerivAt_const q x)
    refine (h1.fun_mul (HasDerivAt.inner (𝕜 := ℂ) (hasDerivAt_const q e) hx)).congr_deriv ?_
    simp only [zero_sub, map_neg, map_smul, embedding_comm, inner_neg_right, inner_zero_left,
      inner_smul_right, ← hR, he, inner_smul_left, Complex.conj_ofReal]
    ring
  have h := is_const_of_deriv_eq_zero (fun q => (hd q).differentiableAt)
    (fun q => (hd q).deriv) k 0
  have h0 : cexp (I * r * k) * inner ℂ e (embedding R k x) = inner ℂ e x := by
    simpa [embedding] using h
  rw [← h0, ← mul_assoc, ← Complex.exp_add, neg_add_cancel, Complex.exp_zero, one_mul]

/-- For a symmetric `R`, the embedding shifts the Berry connection by `⟨u, R u⟩` at each `k` where
`u` is differentiable. -/
theorem berryConnection_reembed {R : E →L[ℂ] E}
    (hR : ∀ x y, inner ℂ (R x) y = inner ℂ x (R y)) {u : ℝ → E} {k : ℝ}
    (hu : DifferentiableAt ℝ u k) :
    berryConnection (reembed R u) k = berryConnection u k + inner ℂ (u k) (R (u k)) := by
  unfold berryConnection
  rw [(hasDerivAt_reembed R hu.hasDerivAt).deriv]
  simp only [reembed]
  rw [inner_embedding hR, inner_sub_right, inner_smul_right]
  linear_combination -(inner ℂ (u k) (R (u k))) * I_sq

/-- Embedding dependence of the Zak phase: for a symmetric `R` and a C¹ family `u`, passing from `u`
to `exp(-i k R) u` adds the integral of `⟨u, R u⟩` over `[0, 2π]`. -/
theorem zakPhase_reembed {R : E →L[ℂ] E}
    (hR : ∀ x y, inner ℂ (R x) y = inner ℂ x (R y)) {u : ℝ → E} (hu : ContDiff ℝ 1 u) :
    zakPhase (reembed R u) =
      zakPhase u + ∫ k in (0 : ℝ)..(2 * Real.pi), inner ℂ (u k) (R (u k)) := by
  have c1 : Continuous (berryConnection u) := continuous_const.mul
    (Continuous.inner (𝕜 := ℂ) hu.continuous (hu.continuous_deriv le_rfl))
  have c2 : Continuous (fun k => inner ℂ (u k) (R (u k))) :=
    Continuous.inner (𝕜 := ℂ) hu.continuous (R.continuous.comp hu.continuous)
  unfold zakPhase
  rw [← intervalIntegral.integral_add (c1.intervalIntegrable _ _) (c2.intervalIntegrable _ _)]
  exact intervalIntegral.integral_congr fun k _ =>
    berryConnection_reembed hR (hu.differentiable one_ne_zero k)

/-- For a C¹ family of unit vectors and a symmetric position operator `R`, replacing `R` by `R + c`
with `c` real adds `2π c` to the Zak phase. -/
theorem zakPhase_origin_shift {R : E →L[ℂ] E}
    (hR : ∀ x y, inner ℂ (R x) y = inner ℂ x (R y)) {u : ℝ → E} (hu : ContDiff ℝ 1 u)
    (hunit : ∀ k, ‖u k‖ = 1) (c : ℝ) :
    zakPhase (reembed (R + (c : ℂ) • ContinuousLinearMap.id ℂ E) u) =
      zakPhase (reembed R u) + 2 * Real.pi * c := by
  have hS : ∀ x y, inner ℂ ((R + (c : ℂ) • ContinuousLinearMap.id ℂ E) x) y =
      inner ℂ x ((R + (c : ℂ) • ContinuousLinearMap.id ℂ E) y) := by
    intro x y
    simp [hR]
  have c2 : Continuous (fun k => inner ℂ (u k) (R (u k))) :=
    Continuous.inner (𝕜 := ℂ) hu.continuous (R.continuous.comp hu.continuous)
  -- normalisation turns the extra mean position into the constant c
  have hp : ∀ k, inner ℂ (u k) ((R + (c : ℂ) • ContinuousLinearMap.id ℂ E) (u k)) =
      inner ℂ (u k) (R (u k)) + (c : ℂ) := by
    intro k
    have h1 : inner ℂ (u k) (u k) = (1 : ℂ) := by
      rw [inner_self_eq_norm_sq_to_K, hunit]
      simp
    change inner ℂ (u k) (R (u k) + (c : ℂ) • u k) = _
    rw [inner_add_right, inner_smul_right, h1, mul_one]
  rw [zakPhase_reembed hS hu, zakPhase_reembed hR hu]
  simp only [hp]
  rw [intervalIntegral.integral_add (c2.intervalIntegrable _ _)
    (continuous_const.intervalIntegrable _ _), intervalIntegral.integral_const,
    Complex.real_smul]
  push_cast
  ring

variable {n : Type*} [Fintype n] [DecidableEq n]

/-- The operator on `ℂⁿ` given by a matrix. -/
def positionOp (M : Matrix n n ℂ) : EuclideanSpace ℂ n →L[ℂ] EuclideanSpace ℂ n :=
  Matrix.toEuclideanCLM (n := n) (𝕜 := ℂ) M

/-- The operator of a Hermitian matrix is symmetric. -/
theorem positionOp_symm {M : Matrix n n ℂ} (hM : M.IsHermitian) (x y : EuclideanSpace ℂ n) :
    inner ℂ (positionOp M x) y = inner ℂ x (positionOp M y) := by
  have h : IsSelfAdjoint (positionOp M) := by
    unfold IsSelfAdjoint positionOp
    rw [← map_star]
    exact congrArg _ hM
  exact (ContinuousLinearMap.isSelfAdjoint_iff_isSymmetric.mp h) x y

/-- For orbitals at positions `r j`, multiplying each component `u j` by `exp(-i r j k)` adds
the integral of `∑ j, r j |u j|²` to the Zak phase. -/
theorem zakPhase_orbitals (r : n → ℝ) {u : ℝ → EuclideanSpace ℂ n} (hu : ContDiff ℝ 1 u) :
    zakPhase (fun k => WithLp.toLp 2 (fun j => cexp (-(I * r j * k)) * (u k).ofLp j)) =
      zakPhase u + ∫ k in (0 : ℝ)..(2 * Real.pi),
        ∑ j, (r j : ℂ) * (‖(u k).ofLp j‖ : ℂ) ^ 2 := by
  have hM : (Matrix.diagonal (fun j => (r j : ℂ))).IsHermitian := by
    unfold Matrix.IsHermitian
    rw [Matrix.diagonal_conjTranspose]
    congr 1
    ext j
    simp
  have hv : (fun k : ℝ => WithLp.toLp 2 (fun j => cexp (-(I * r j * k)) * (u k).ofLp j)) =
      reembed (positionOp (Matrix.diagonal (fun j => (r j : ℂ)))) u := by
    funext k
    ext j
    -- each site vector is an eigenvector of the position operator
    have he : positionOp (Matrix.diagonal (fun j => (r j : ℂ))) (EuclideanSpace.single j 1) =
        (r j : ℂ) • EuclideanSpace.single j (1 : ℂ) := by
      ext i
      change (Matrix.diagonal (fun j => (r j : ℂ)) *ᵥ
        (EuclideanSpace.single j (1 : ℂ)).ofLp) i =
        (r j : ℂ) * (EuclideanSpace.single j (1 : ℂ)).ofLp i
      rw [Matrix.mulVec_diagonal]
      by_cases h : i = j
      · rw [h]
      · simp [h]
    have h := inner_eigenvector_embedding (positionOp_symm hM) he k (u k)
    simp only [EuclideanSpace.inner_single_left, map_one, one_mul] at h
    exact h.symm
  rw [hv, zakPhase_reembed (positionOp_symm hM) hu]
  congr 1
  refine intervalIntegral.integral_congr fun k _ => ?_
  change inner ℂ (u k) (positionOp (Matrix.diagonal (fun j => (r j : ℂ))) (u k)) = _
  rw [PiLp.inner_apply]
  refine Finset.sum_congr rfl fun j _ => ?_
  change inner ℂ ((u k).ofLp j)
    ((Matrix.diagonal (fun j => (r j : ℂ)) *ᵥ (u k).ofLp) j) = _
  rw [Matrix.mulVec_diagonal, RCLike.inner_apply, mul_assoc, Complex.mul_conj,
    Complex.normSq_eq_norm_sq]
  push_cast
  ring

end

end ZakPhaseEmbedding
```

```lean
#print axioms ZakPhaseEmbedding.berryConnection_im
#print axioms ZakPhaseEmbedding.zakPhase_origin_shift
#print axioms ZakPhaseEmbedding.zakPhase_orbitals
```

```
'ZakPhaseEmbedding.berryConnection_im' depends on axioms: [propext, Classical.choice, Quot.sound]
'ZakPhaseEmbedding.zakPhase_origin_shift' depends on axioms: [propext, Classical.choice, Quot.sound]
'ZakPhaseEmbedding.zakPhase_orbitals' depends on axioms: [propext, Classical.choice, Quot.sound]
```

## From the product rule to the integral

`embedding_comm` compares two formulas for the derivative of the exponential, with the generator on the left or on the right; uniqueness of the derivative makes them equal. `hasDerivAt_reembed` is the product rule: it differentiates $(z,x)\mapsto e^{-izR}x$ over $\mathbb C$, then follows the real path $(k,u(k))$.

`inner_embedding` and `inner_eigenvector_embedding` each show that a derivative vanishes, then use `is_const_of_deriv_eq_zero` to compare $k$ with 0. In `berryConnection_reembed`, the final `linear_combination` uses $i^2=-1$ to turn $i(-i)\langle u,Ru\rangle$ into $\langle u,Ru\rangle$. `zakPhase_reembed` gets integrability from the continuity statements `c1` and `c2`, and integrates the pointwise identity.

`berryConnection_im` and `zakPhase_origin_shift` are the two places where unit norm enters. `zakPhase_orbitals` identifies the componentwise phases with the operator exponential through the site eigenvectors, then expands $\langle u,Ru\rangle$ as a sum.

For a single band of a non-interacting tight-binding model with orthonormal orbitals, and a normalised $C^1$ eigenvector $u(k)$ chosen periodic in $k$, the formula converts the Zak phase computed without the orbital positions in the Bloch phases (from $u$) into the one computed with them (from $v$).
